# Averaging over all twists at fixed Fermi wavevector gives the exact bulk kinetic energy of free fermions

In a quantum Monte Carlo calculation of the electron gas, the simulation cell can be run at several twisted boundary conditions and the energies averaged. In the grand-canonical form of this step, the orbitals inside a fixed Fermi sphere are chosen afresh at each twist. For non-interacting fermions in a cubic cell, an average over all twists then leaves no finite-size error in the kinetic energy, however small the cell.

## Free fermions in a twisted box

Take a cubic box of side $L$. A twist $t=(t_0,t_1,t_2)$, with each $t_i\in[0,1)$, means that a wavefunction gains a phase $2\pi t_i$ on crossing the box along axis $i$. The allowed plane waves have wavevectors

$$k=\frac{2\pi}{L}(m+t),\qquad m\in\mathbb Z^3 .$$

In units of $2\pi/L$ the momentum is $m+t$. If the Fermi wavevector is $k_F$, the cutoff in these units is $K=Lk_F/(2\pi)$, and the occupied orbitals are those with $\|m+t\|\le K$. Their number changes with the twist. For a natural number $p$, define

$$S_p(t)=\sum_{m:\ \|m+t\|\le K}\|m+t\|^p .$$

Then $S_0$ is the particle number, with one spin state per orbital, and $S_2$ is the kinetic energy in reduced units.

## The averaged moments and their Lean form

Let $C=[0,1)^3$. For every $K\ge0$,

$$\int_C S_p(t)\,dt=\frac{4\pi K^{p+3}}{p+3},\qquad
\int_C S_2(t)\,dt=\frac{4\pi K^5}{5}.$$

These are `average_occupiedSum` and `average_kinetic_energy`. The Lean objects correspond to the physics as follows.

- `KSpace` is three-dimensional real space with the Euclidean norm, and `wave m t` is the momentum $m+t$.
- `twistCell` is $C$, and `occupied K t` is the set of labels inside the Fermi sphere, including its surface.
- `occupiedSum p K t` is $S_p(t)$. It is written as a sum over all integer labels, with zero for the unoccupied ones. The convention $0^0=1$ makes $S_0$ count the zero-momentum orbital too.
- The barred integral `⨍` is the integral divided by the volume of the cell, which is 1.

The average is a continuous, uniform one over the whole cell. The theorems do not treat a finite grid of twists, a fixed particle number, interactions or other cell shapes.

## Tiling momentum space with the twist cell

Let $f$ be an integrable function on momentum space. For each integer vector $m$, the translated cell $C_m=m+C$ contains exactly the points $x$ with $\lfloor x_i\rfloor=m_i$ for every $i$. Each point has one such $m$, so the cells are disjoint and cover the space.

The substitution $x=m+t$ gives

$$\int_C f(m+t)\,dt=\int_{C_m}f(x)\,dx .$$

Applied to $|f|$, the same substitution shows that

$$\sum_m\int_C|f(m+t)|\,dt=\int_{\mathbb R^3}|f(x)|\,dx<\infty .$$

Sum and integral may therefore be exchanged:

$$\int_C\sum_m f(m+t)\,dt=\sum_m\int_{C_m}f(x)\,dx=\int_{\mathbb R^3}f(x)\,dx .$$

Now let $f(x)=\|x\|^p$ for $\|x\|\le K$ and $f(x)=0$ elsewhere. This function is bounded and vanishes outside a ball, so it is integrable, and its lattice sum is $S_p(t)$.

## The integral over the Fermi ball

A spherical shell of radius $r$ has area $4\pi r^2$, so

$$\int_{\|x\|\le K}\|x\|^p\,dx
=4\pi\int_0^K r^{p+2}\,dr
=\frac{4\pi K^{p+3}}{p+3}.$$

With $p=0$ the mean particle number is $4\pi K^3/3$, and with $p=2$ the mean kinetic energy is $4\pi K^5/5$. Hence

$$\int_C S_2(t)\,dt=\frac{3K^2}{5}\int_C S_0(t)\,dt .$$

This relates the two averages. It does not concern the average of the energy per particle taken twist by twist.

## Physical units and the zero-twist contrast

Let an orbital of wavevector $k$ have energy $c\|k\|^2$. For non-relativistic particles, $c$ is $\hbar^2$ divided by twice the mass. Restoring the units gives

$$c\left(\frac{2\pi}{L}\right)^2\frac{4\pi}{5}\left(\frac{Lk_F}{2\pi}\right)^5
=L^3\,\frac{c\,k_F^5}{10\pi^2}.$$

The factor after $L^3$ is the bulk energy density of spinless free fermions,

$$\frac{1}{(2\pi)^3}\int_{\|k\|\le k_F}c\|k\|^2\,dk=\frac{4\pi c\,k_F^5}{5(2\pi)^3}=\frac{c\,k_F^5}{10\pi^2}.$$

The theorem `average_energy_box` states the finite-box identity for $L>0$ and $k_F\ge0$, with any real $c$.

A single twist can be far from the average. At $t=0$ with $0<K<1$, the only integer vector inside the sphere is $m=0$. One particle is present and its kinetic energy is zero, while the average $4\pi K^5/5$ is positive.

## The complete Lean file

```lean
import Mathlib

open MeasureTheory
open scoped Real

namespace TwistAveraging

noncomputable section

/-- Momentum space in three dimensions, in units of `2π / L`. -/
abbrev KSpace := EuclideanSpace ℝ (Fin 3)

/-- The momentum `m + t` of the plane wave with integer label `m` at twist `t`. -/
def wave (m : Fin 3 → ℤ) (t : KSpace) : KSpace :=
  WithLp.toLp 2 (fun i => (m i : ℝ)) + t

/-- The cell `[0,1)³` of twists. -/
def twistCell : Set KSpace := {t | ∀ i, t i ∈ Set.Ico (0 : ℝ) 1}

/-- The plane waves at twist `t` whose momentum has length at most `K`. -/
def occupied (K : ℝ) (t : KSpace) : Set (Fin 3 → ℤ) := {m | ‖wave m t‖ ≤ K}

/-- The sum of `‖m + t‖ ^ p` over occupied plane waves: the particle number for `p = 0`,
the kinetic energy in reduced units for `p = 2`. -/
def occupiedSum (p : ℕ) (K : ℝ) (t : KSpace) : ℝ :=
  ∑' m, (occupied K t).indicator (fun m => ‖wave m t‖ ^ p) m

/-- Each component of the momentum is the integer label plus the twist. -/
theorem wave_apply (m : Fin 3 → ℤ) (t : KSpace) (i : Fin 3) :
    wave m t i = (m i : ℝ) + t i := by
  simp [wave]

/-- At every twist only finitely many plane waves are occupied. -/
theorem occupied_finite (K : ℝ) (t : KSpace) : (occupied K t).Finite := by
  refine (Set.finite_Icc (fun i => ⌊-K - t i⌋) (fun i => ⌈K - t i⌉)).subset ?_
  intro m hm
  have h : ∀ i, |(m i : ℝ) + t i| ≤ K := fun i => by
    have h1 := (PiLp.norm_apply_le (wave m t) i).trans hm
    rwa [wave_apply, Real.norm_eq_abs] at h1
  constructor
  · intro i
    have h2 := (abs_le.1 (h i)).1
    have h3 := Int.floor_le (-K - t i)
    have h4 : ((⌊-K - t i⌋ : ℤ) : ℝ) ≤ (m i : ℝ) := by linarith
    exact_mod_cast h4
  · intro i
    have h2 := (abs_le.1 (h i)).2
    have h3 := Int.le_ceil (K - t i)
    have h4 : (m i : ℝ) ≤ ((⌈K - t i⌉ : ℤ) : ℝ) := by linarith
    exact_mod_cast h4

/-- The cell of twists has unit volume. -/
theorem volume_twistCell : volume twistCell = 1 := by
  have h : twistCell = (WithLp.ofLp : KSpace → (Fin 3 → ℝ)) ⁻¹'
      (Set.univ.pi fun _ => Set.Ico (0 : ℝ) 1) := by
    ext t
    simp [twistCell]
  rw [h, (PiLp.volume_preserving_ofLp (Fin 3)).measure_preimage
    (MeasurableSet.univ_pi fun _ => measurableSet_Ico).nullMeasurableSet, volume_pi_pi]
  simp

/-- The twist average of a lattice sum of an integrable function is the integral of that
function over all of momentum space. -/
theorem average_lattice_sum (f : KSpace → ℝ) (hf : Integrable f) :
    ⨍ t in twistCell, ∑' m, f (wave m t) = ∫ x, f x := by
  -- momentum space is tiled by the translated cells `c m`
  let c : (Fin 3 → ℤ) → Set KSpace := fun m => {x | ∀ i, ⌊x i⌋ = m i}
  have hmeas : ∀ m, MeasurableSet (c m) := fun m => by
    have h : c m = ⋂ i, (fun x : KSpace => ⌊x i⌋) ⁻¹' {m i} := by
      ext x
      simp [c]
    rw [h]
    refine MeasurableSet.iInter fun i => ?_
    have hi : Measurable fun x : KSpace => x i := by fun_prop
    exact (Int.measurable_floor.comp hi) (measurableSet_singleton (m i))
  have hdisj : Pairwise (Function.onFun Disjoint c) := fun m n hmn =>
    Set.disjoint_left.2 fun x hx hy => hmn (funext fun i => (hx i).symm.trans (hy i))
  have hU : ⋃ m, c m = Set.univ :=
    Set.eq_univ_of_forall fun x => Set.mem_iUnion.2 ⟨fun i => ⌊x i⌋, fun _ => rfl⟩
  -- each tile is carried back to the cell of twists
  have shift : ∀ (g : KSpace → ℝ) (m : Fin 3 → ℤ),
      ∫ t in twistCell, g (wave m t) = ∫ x in c m, g x := fun g m => by
    have hpre : (fun t => WithLp.toLp 2 (fun i => (m i : ℝ)) + t) ⁻¹' c m = twistCell := by
      ext t
      change (∀ i, ⌊wave m t i⌋ = m i) ↔ ∀ i, t i ∈ Set.Ico (0 : ℝ) 1
      refine forall_congr' fun i => ?_
      rw [wave_apply, Int.floor_eq_iff, Set.mem_Ico]
      constructor <;> rintro ⟨h1, h2⟩ <;> constructor <;> linarith
    rw [← hpre]
    exact (measurePreserving_add_left volume _).setIntegral_preimage_emb
      (measurableEmbedding_addLeft _) g (c m)
  have hint : ∀ m, Integrable (fun t => f (wave m t)) (volume.restrict twistCell) :=
    fun m => (hf.comp_add_left (WithLp.toLp 2 (fun i => (m i : ℝ)))).integrableOn
  have hsum : Summable fun m => ∫ t in twistCell, ‖f (wave m t)‖ := by
    have h := (hasSum_integral_iUnion hmeas hdisj hf.norm.integrableOn).summable
    exact h.congr fun m => (shift (fun x => ‖f x‖) m).symm
  rw [setAverage_eq, measureReal_def, volume_twistCell, ENNReal.toReal_one, inv_one, one_smul,
    ← (hasSum_integral_of_summable_integral_norm hint hsum).tsum_eq,
    tsum_congr (shift f), ← integral_iUnion hmeas hdisj hf.integrableOn, hU, setIntegral_univ]

/-- The integral of `‖x‖ ^ p` over the Fermi ball of radius `K`. -/
theorem fermi_ball_moment (p : ℕ) {K : ℝ} (hK : 0 ≤ K) :
    ∫ x : KSpace, (Metric.closedBall 0 K).indicator (fun x => ‖x‖ ^ p) x
      = 4 * π * K ^ (p + 3) / (p + 3) := by
  have hv : volume.real (Metric.ball (0 : KSpace) 1) = π * 4 / 3 := by
    rw [measureReal_def, EuclideanSpace.volume_ball_fin_three, ENNReal.ofReal_one, one_pow,
      one_mul, ENNReal.toReal_ofReal (by positivity)]
  have hr : ∫ y in Set.Ioi (0 : ℝ), y ^ 2 • (Set.Iic K).indicator (fun y => y ^ p) y
      = K ^ (p + 3) / (p + 3) := by
    have h : (fun y : ℝ => y ^ 2 • (Set.Iic K).indicator (fun y => y ^ p) y)
        = (Set.Iic K).indicator (fun y => y ^ (p + 2)) := by
      funext y
      by_cases hy : y ∈ Set.Iic K
      · rw [Set.indicator_of_mem hy, Set.indicator_of_mem hy, smul_eq_mul]
        ring
      · rw [Set.indicator_of_notMem hy, Set.indicator_of_notMem hy, smul_zero]
    rw [h, setIntegral_indicator measurableSet_Iic, Set.Ioi_inter_Iic,
      ← intervalIntegral.integral_of_le hK, integral_pow]
    push_cast
    rw [zero_pow (by omega), sub_zero]
    congr 1
    ring
  have hf : (fun x : KSpace => (Metric.closedBall 0 K).indicator (fun x => ‖x‖ ^ p) x)
      = fun x => (Set.Iic K).indicator (fun y => y ^ p) ‖x‖ := by
    funext x
    simp [Set.indicator]
  -- pass to spherical shells
  rw [hf, integral_fun_norm_addHaar volume ((Set.Iic K).indicator fun y => y ^ p),
    finrank_euclideanSpace_fin, hv]
  norm_num only [Nat.reduceSub]
  rw [hr]
  simp only [nsmul_eq_mul, smul_eq_mul]
  push_cast
  ring

/-- The twist average of the `p`-th momentum moment of the occupied plane waves. -/
theorem average_occupiedSum (p : ℕ) {K : ℝ} (hK : 0 ≤ K) :
    ⨍ t in twistCell, occupiedSum p K t = 4 * π * K ^ (p + 3) / (p + 3) := by
  have hint : Integrable
      ((Metric.closedBall (0 : KSpace) K).indicator fun x => ‖x‖ ^ p) := by
    rw [integrable_indicator_iff Metric.isClosed_closedBall.measurableSet]
    exact (continuous_norm.pow p).continuousOn.integrableOn_compact (isCompact_closedBall 0 K)
  -- a plane wave is occupied exactly when its momentum lies in the Fermi ball
  have hs : ∀ t, occupiedSum p K t
      = ∑' m, (Metric.closedBall (0 : KSpace) K).indicator (fun x => ‖x‖ ^ p) (wave m t) := by
    intro t
    unfold occupiedSum
    refine tsum_congr fun m => ?_
    by_cases hm : ‖wave m t‖ ≤ K
    · rw [Set.indicator_of_mem (show m ∈ occupied K t from hm),
        Set.indicator_of_mem (mem_closedBall_zero_iff.2 hm)]
    · rw [Set.indicator_of_notMem (show m ∉ occupied K t from hm),
        Set.indicator_of_notMem (mt mem_closedBall_zero_iff.1 hm)]
  rw [← fermi_ball_moment p hK, ← average_lattice_sum _ hint]
  simp only [hs]

/-- The grand-canonical twist average of the free kinetic energy is `4πK⁵/5`, in reduced
units. -/
theorem average_kinetic_energy {K : ℝ} (hK : 0 ≤ K) :
    ⨍ t in twistCell, occupiedSum 2 K t = 4 * π * K ^ 5 / 5 := by
  rw [average_occupiedSum 2 hK]
  norm_num

/-- The mean kinetic energy is `3K²/5` times the mean particle number. -/
theorem average_energy_eq_number {K : ℝ} (hK : 0 ≤ K) :
    ⨍ t in twistCell, occupiedSum 2 K t
      = 3 / 5 * K ^ 2 * ⨍ t in twistCell, occupiedSum 0 K t := by
  rw [average_kinetic_energy hK, average_occupiedSum 0 hK]
  push_cast
  ring

/-- For a box of side `L`, Fermi wavevector `kF` and dispersion `c k²`, the twist-averaged
energy of spinless fermions is `L³` times `c kF⁵ / (10π²)`. -/
theorem average_energy_box (c : ℝ) {L kF : ℝ} (hL : 0 < L) (hk : 0 ≤ kF) :
    c * (2 * π / L) ^ 2 * ⨍ t in twistCell, occupiedSum 2 (L * kF / (2 * π)) t
      = L ^ 3 * (c * kF ^ 5 / (10 * π ^ 2)) := by
  have hpi : π ≠ 0 := Real.pi_ne_zero
  have hL' : L ≠ 0 := hL.ne'
  rw [average_kinetic_energy (by positivity)]
  field_simp
  ring

/-- At zero twist and `0 < K < 1` the kinetic energy vanishes, while its twist average is
positive. -/
theorem zero_twist_energy {K : ℝ} (hK : 0 < K) (hK1 : K < 1) :
    occupiedSum 2 K 0 = 0 ∧ 0 < ⨍ t in twistCell, occupiedSum 2 K t := by
  constructor
  · have h : ∀ m, (occupied K 0).indicator (fun m => ‖wave m 0‖ ^ 2) m = 0 := fun m => by
      rw [Set.indicator_apply_eq_zero]
      intro hm
      -- an integer vector shorter than one is zero
      have h0 : ∀ i, m i = 0 := fun i => by
        have h1 := ((PiLp.norm_apply_le (wave m 0) i).trans hm).trans_lt hK1
        rw [wave_apply, Real.norm_eq_abs, PiLp.zero_apply, add_zero] at h1
        exact Int.abs_lt_one_iff.1 (by exact_mod_cast h1)
      have hw : wave m 0 = 0 := by
        ext i
        rw [wave_apply, h0 i]
        simp
      simp [hw]
    rw [occupiedSum, tsum_congr h, tsum_zero]
  · rw [average_kinetic_energy hK.le]
    positivity

end

end TwistAveraging
```

```lean
#print axioms TwistAveraging.average_kinetic_energy
-- 'TwistAveraging.average_kinetic_energy' depends on axioms: [propext, Classical.choice, Quot.sound]
#print axioms TwistAveraging.average_energy_eq_number
-- 'TwistAveraging.average_energy_eq_number' depends on axioms: [propext, Classical.choice, Quot.sound]
#print axioms TwistAveraging.average_energy_box
-- 'TwistAveraging.average_energy_box' depends on axioms: [propext, Classical.choice, Quot.sound]
#print axioms TwistAveraging.zero_twist_energy
-- 'TwistAveraging.zero_twist_energy' depends on axioms: [propext, Classical.choice, Quot.sound]
```

## Finite occupation and the tiling argument in Lean

`occupied_finite` shows that $S_p(t)$ is a finite sum at every twist. Each component of a vector is at most its norm in absolute value, so $-K-t_i\le m_i\le K-t_i$ for an occupied label. Rounding these bounds outwards places all occupied labels in a finite box of integers. `volume_twistCell` finds the volume of the cell as a product of three unit lengths.

The tiling argument is `average_lattice_sum`. Its sets `c m` are the cells $C_m$, defined by the integer parts of the components. The facts `hmeas`, `hdisj` and `hU` say that these sets are measurable, disjoint and cover the space. The step `shift` is the substitution $x=m+t$: it checks that translation by $m$ carries the twist cell onto `c m`, then uses the translation invariance of volume.

The exchange of sum and integral needs `hsum`, the convergence of the summed integrals of $|f|$. Lean obtains it by applying `shift` to $|f|$ and using the integrability of $f$ over the union of the tiles. The final rewriting follows the displayed chain: remove the unit volume, exchange sum and integral, move each term to its tile, and join the tiles.

## The radial integral and its consequences in Lean

In `fermi_ball_moment`, `hf` writes the integrand as a function of $\|x\|$ alone. Mathlib's `integral_fun_norm_addHaar` then reduces the integral to a radial one. Its prefactor is the dimension times the volume of the unit ball, $3\cdot4\pi/3=4\pi$, with the ball's volume supplied by `hv`. The radial integral $K^{p+3}/(p+3)$ is `hr`.

`average_occupiedSum` joins the two parts. It proves that the cut-off power is integrable, since a continuous function is integrable on a compact ball. The step `hs` then identifies the sum over occupied labels with the lattice sum of that function, treating labels inside and outside the sphere separately.

The remaining theorems are short. `average_kinetic_energy` sets $p=2$, `average_energy_eq_number` compares this with $p=0$, and `average_energy_box` inserts the physical units. In `zero_twist_energy`, each component of an occupied label is an integer of absolute value less than 1, hence zero. Every term of the zero-twist energy therefore vanishes, and the positivity of the average follows from its closed form.
